# Truncating and renormalizing an orbital never lowers its shell-model Coulomb integral

Before the on-site Coulomb integral of a localized orbital is evaluated for a Hubbard correction, the orbital may be cut off at a radius \(R\), for example at the edge of an atomic sphere, and then rescaled to unit norm. For the unscreened monopole integral \(F^0\), with the radial density represented by finitely many spherical shells, the direction of the resulting error is fixed. The cut orbital without rescaling gives a value that is at most the exact one, and the rescaled orbital gives a value that is at least the exact one.

Let the shells be labelled by \(i\), with radii \(r_i>0\) and weights \(p_i\ge 0\). The weight \(p_i\) is the probability of finding the electron on shell \(i\), so it stands for the squared radial function times \(r^2\,dr\) and not for an amplitude. A normalized orbital has \(\sum_i p_i=1\).

```lean
import Mathlib

open Finset

namespace TruncatedOrbitalCoulomb

noncomputable section
```

## The cut orbital

A sharp cut at \(R\) keeps the shells with \(r_i\le R\) and empties the others. The weights after the cut are

\[
t_i=\begin{cases}p_i, & r_i\le R,\\ 0, & r_i>R.\end{cases}
\]

The orbital isn't relaxed after the cut, so this describes truncation of a given radial function and not an atom solved again in a confining potential. In Lean the radii and weights are functions `r` and `p` from an index type `ι` to the reals. The shells need not be sorted, and two of them may share a radius.

```lean
/-- The orbital cut off at radius `R`: shells with `r i ≤ R` keep their weight, all others
get weight zero. -/
def truncate {ι : Type*} (r : ι → ℝ) (R : ℝ) (p : ι → ℝ) : ι → ℝ :=
  fun i => if r i ≤ R then p i else 0
```

Since \(p_i\ge0\), both cases of the definition give \(0\le t_i\le p_i\). The proof makes the same case distinction.

```lean
/-- Truncation of nonnegative shell weights leaves them nonnegative and raises none of them. -/
theorem truncate_bounds {ι : Type*} {r p : ι → ℝ} {R : ℝ} (hp : ∀ i, 0 ≤ p i) (i : ι) :
    0 ≤ truncate r R p i ∧ truncate r R p i ≤ p i := by
  by_cases hi : r i ≤ R
  · simp [truncate, hi, hp i]
  · simp [truncate, hi, hp i]
```

## The monopole Coulomb integral

In atomic units, a uniformly charged spherical shell of unit charge and radius \(a\) produces the potential \(1/\max(a,b)\) at distance \(b\) from its centre. Summing over all pairs of shells gives

\[
F=\sum_{i,j}\frac{p_i\,p_j}{\max(r_i,r_j)} ,
\]

which is the Slater integral \(F^0\) on a discrete radial grid. The diagonal terms \(p_i^2/r_i\) belong to the sum, and there is no prefactor \(\tfrac12\). Screening, which reduces \(U\) in a solid, is absent, as are the higher Slater integrals that enter the exchange parameter \(J\).

The definition `slaterF0` accepts any weights, so one functional serves the full, the cut and the rescaled orbital. Positivity of the radii enters as the hypothesis `hr` of the theorems that need it. I write \(F_R\) for the same sum with \(t_i\) in place of \(p_i\); in Lean this is `slaterF0 (truncate r R p) r`.

```lean
variable {ι : Type*} [Fintype ι]

/-- The Coulomb integral of spherical shells with weights `p i` and positive radii `r i`,
in atomic units: two shells interact through the inverse of the larger radius. -/
def slaterF0 (p r : ι → ℝ) : ℝ := ∑ i, ∑ j, p i * p j / max (r i) (r j)
```

The weight that survives the cut is

\[
w=\sum_i t_i .
\]

```lean
/-- The weight of the orbital within radius `R`. -/
def weight (r : ι → ℝ) (R : ℝ) (p : ι → ℝ) : ℝ := ∑ i, truncate r R p i
```

Rescaling to unit norm divides each weight by \(w\), which corresponds to dividing the radial function by \(\sqrt w\). The rescaled weights are \(t_i/w\), and they are meaningful when \(w>0\).

```lean
/-- The shell weights of the truncated orbital, each divided by the total weight within `R`, which
is meant to be nonzero. -/
def renormalize (r : ι → ℝ) (R : ℝ) (p : ι → ℝ) : ι → ℝ :=
  fun i => truncate r R p i / weight r R p
```

## A positive inner weight forces a positive cutoff

The bounds below divide by \(R\), so its sign matters. If \(R\le 0\), then no shell satisfies \(r_i\le R\), because all radii are positive. Every \(t_i\) then vanishes and \(w=0\). Hence \(w>0\) implies \(R>0\), and the main theorem needs no separate assumption on the cutoff.

```lean
variable {r p : ι → ℝ} {R : ℝ}

/-- If all shell radii are positive and there is positive weight within `R`, then `R` is
positive. -/
theorem radius_pos (hr : ∀ i, 0 < r i) (hw : 0 < weight r R p) : 0 < R := by
  by_contra h
  have h0 : weight r R p = 0 := by
    unfold weight
    apply Finset.sum_eq_zero
    intro i _
    exact if_neg (fun hi => h ((hr i).trans_le hi))
  linarith
```

## Inner pairs interact at least as strongly as \(1/R\)

If shells \(i\) and \(j\) both lie within \(R\), then \(\max(r_i,r_j)\le R\), and therefore

\[
t_i t_j\le R\,\frac{t_i t_j}{\max(r_i,r_j)} .
\]

If either shell lies outside, both sides are zero. Summing over all pairs gives

\[
w^2=\sum_{i,j}t_i t_j\le R\,F_R .
\]

The Lean proof expands the square into a double sum with `Finset.sum_mul_sum` and compares the two sides term by term, splitting on whether each shell is inside.

```lean
/-- For nonnegative weights at positive radii, the squared weight within `R` is at most `R` times
the Coulomb integral of the truncated orbital. -/
theorem inner_energy_ge (hp : ∀ i, 0 ≤ p i) (hr : ∀ i, 0 < r i) :
    weight r R p ^ 2 ≤ slaterF0 (truncate r R p) r * R := by
  simp only [weight, slaterF0, sq, Finset.sum_mul_sum]
  simp only [Finset.sum_mul]
  refine Finset.sum_le_sum fun i _ => Finset.sum_le_sum fun j _ => ?_
  by_cases hi : r i ≤ R
  · by_cases hj : r j ≤ R
    · simp only [truncate, if_pos hi, if_pos hj]
      have hm : 0 < max (r i) (r j) := lt_max_of_lt_left (hr i)
      rw [div_mul_eq_mul_div, le_div_iff₀ hm]
      exact mul_le_mul_of_nonneg_left (max_le hi hj) (mul_nonneg (hp i) (hp j))
    · simp [truncate, hj]
  · simp [truncate, hi]
```

## Discarded pairs interact more weakly than \(1/R\)

Let \(R>0\), and let \(P=\sum_i p_i\) be the total weight, not yet set to one. A pair that is lost in the cut has at least one shell outside, so \(\max(r_i,r_j)>R\). A pair that is kept contributes nothing to the difference. In both cases

\[
\frac{p_ip_j-t_it_j}{\max(r_i,r_j)}\le\frac{p_ip_j-t_it_j}{R},
\]

and summation gives

\[
F-F_R\le\frac{P^2-w^2}{R}.
\]

If \(w<P\), some shell \(k\) has \(t_k<p_k\). It must lie outside \(R\) and carry weight \(p_k>0\), so its diagonal term satisfies \(p_k^2/r_k<p_k^2/R\), and the summed inequality is strict.

The termwise inequality is called `pair` in the code. The second half of the statement extracts the shell \(k\) with `Finset.exists_lt_of_sum_lt` and uses its diagonal term in `Finset.sum_lt_sum`.

```lean
/-- For nonnegative weights and `R > 0`, the Coulomb energy lost by truncation is at most the
lost pair weight divided by `R`, and strictly less if any weight is lost. -/
theorem outer_energy_bound (hp : ∀ i, 0 ≤ p i) (hR : 0 < R) :
    slaterF0 p r - slaterF0 (truncate r R p) r ≤ ((∑ i, p i) ^ 2 - weight r R p ^ 2) / R ∧
    (weight r R p < ∑ i, p i →
      slaterF0 p r - slaterF0 (truncate r R p) r
        < ((∑ i, p i) ^ 2 - weight r R p ^ 2) / R) := by
  -- a discarded pair has its larger radius outside `R`
  have pair : ∀ i j, p i * p j / max (r i) (r j)
      - truncate r R p i * truncate r R p j / max (r i) (r j)
      ≤ (p i * p j - truncate r R p i * truncate r R p j) / R := by
    intro i j
    by_cases hi : r i ≤ R
    · by_cases hj : r j ≤ R
      · simp [truncate, hi, hj]
      · simp only [truncate, if_neg hj, mul_zero, zero_div, sub_zero]
        exact div_le_div_of_nonneg_left (mul_nonneg (hp i) (hp j)) hR
          (le_max_of_le_right (not_le.mp hj).le)
    · simp only [truncate, if_neg hi, zero_mul, zero_div, sub_zero]
      exact div_le_div_of_nonneg_left (mul_nonneg (hp i) (hp j)) hR
        (le_max_of_le_left (not_le.mp hi).le)
  simp only [slaterF0, weight, sq, Finset.sum_mul_sum, ← Finset.sum_sub_distrib,
    Finset.sum_div]
  refine ⟨Finset.sum_le_sum fun i _ => Finset.sum_le_sum fun j _ => pair i j, fun h => ?_⟩
  -- some shell `k` outside `R` carries weight; its self-interaction gives strictness
  obtain ⟨k, -, hk⟩ := Finset.exists_lt_of_sum_lt h
  have hkR : ¬ r k ≤ R := fun hle => by simp [truncate, hle] at hk
  have hpk : 0 < p k := (truncate_bounds hp k).1.trans_lt hk
  refine Finset.sum_lt_sum (fun i _ => Finset.sum_le_sum fun j _ => pair i j)
    ⟨k, Finset.mem_univ k, Finset.sum_lt_sum (fun j _ => pair k j) ⟨k, Finset.mem_univ k, ?_⟩⟩
  simp only [truncate, if_neg hkR, mul_zero, zero_div, sub_zero, max_self]
  exact div_lt_div_of_pos_left (mul_pos hpk hpk) hR (not_le.mp hkR)
```

## Combining the two bounds

Because \(0<w\le P\), the factor \(P^2-w^2\) is nonnegative. Multiplying the outer bound by \(w^2\) and then inserting \(w^2/R\le F_R\) gives

\[
(F-F_R)\,w^2\le (P^2-w^2)\,\frac{w^2}{R}\le (P^2-w^2)\,F_R .
\]

Adding \(F_R w^2\) to both ends leaves

\[
F\,w^2\le F_R\,P^2 .
\]

Per squared weight, the full orbital therefore has no larger a Coulomb integral than its inner part. In the code `h2` is the first inequality of the chain, `h1` the second, and `h3` identifies the two ways of writing the middle expression.

```lean
/-- For nonnegative weights of any total, at positive radii and with positive weight within `R`,
the Coulomb integral per squared weight is no larger for the full orbital than for the truncated
one (written without division). -/
theorem energy_mul_weight_le (hp : ∀ i, 0 ≤ p i) (hr : ∀ i, 0 < r i)
    (hw : 0 < weight r R p) :
    slaterF0 p r * weight r R p ^ 2 ≤ slaterF0 (truncate r R p) r * (∑ i, p i) ^ 2 := by
  have hR := radius_pos hr hw
  have hle : weight r R p ≤ ∑ i, p i :=
    Finset.sum_le_sum fun i _ => (truncate_bounds hp i).2
  have hsq := pow_le_pow_left₀ hw.le hle 2
  have h1 := mul_le_mul_of_nonneg_left
    ((div_le_iff₀ hR).mpr (inner_energy_ge hp hr)) (sub_nonneg.mpr hsq)
  have h2 := mul_le_mul_of_nonneg_right (outer_energy_bound (r := r) hp hR).1
    (sq_nonneg (weight r R p))
  have h3 : ((∑ i, p i) ^ 2 - weight r R p ^ 2) / R * weight r R p ^ 2
      = ((∑ i, p i) ^ 2 - weight r R p ^ 2) * (weight r R p ^ 2 / R) := by ring
  linarith
```

## Bounds for a normalized orbital

For the lower bound, \(0\le t_i\le p_i\) gives \(t_it_j\le p_ip_j\) for every pair. Dividing by the positive number \(\max(r_i,r_j)\) and summing yields \(F_R\le F\). For the upper bound, set \(P=1\) in the previous result and divide by \(w^2>0\). Together,

\[
F_R\le F\le \frac{F_R}{w^2}.
\]

The hypotheses in Lean are nonnegative weights (`hp`), positive radii (`hr`), normalization (`hsum`) and some weight within the cutoff (`hw`).

```lean
/-- For a normalized orbital with nonnegative weights at positive radii and positive weight `w`
within `R`, the exact Coulomb integral lies between the truncated integral and the truncated
integral divided by `w ^ 2`. -/
theorem truncated_le_exact_le_renormalized (hp : ∀ i, 0 ≤ p i) (hr : ∀ i, 0 < r i)
    (hsum : ∑ i, p i = 1) (hw : 0 < weight r R p) :
    slaterF0 (truncate r R p) r ≤ slaterF0 p r ∧
    slaterF0 p r ≤ slaterF0 (truncate r R p) r / weight r R p ^ 2 := by
  constructor
  · refine Finset.sum_le_sum fun i _ => Finset.sum_le_sum fun j _ => ?_
    have hm : 0 < max (r i) (r j) := lt_max_of_lt_left (hr i)
    exact div_le_div_of_nonneg_right (mul_le_mul (truncate_bounds hp i).2
      (truncate_bounds hp j).2 (truncate_bounds hp j).1 (hp i)) hm.le
  · have h := energy_mul_weight_le hp hr hw
    rw [hsum, one_pow, mul_one] at h
    exact (le_div_iff₀ (pow_pos hw 2)).mpr h
```

The right-hand side is the Coulomb integral of the rescaled orbital. Its weights sum to \(\sum_i t_i/w=w/w=1\), and since the integral is quadratic in the weights,

\[
\sum_{i,j}\frac{(t_i/w)(t_j/w)}{\max(r_i,r_j)}=\frac{F_R}{w^2}.
\]

```lean
/-- If the weight `w` within `R` is positive, the renormalized orbital has total weight one, and
its Coulomb integral is the truncated integral divided by `w ^ 2`. -/
theorem renormalize_spec (hw : 0 < weight r R p) :
    ∑ i, renormalize r R p i = 1 ∧
    slaterF0 (renormalize r R p) r = slaterF0 (truncate r R p) r / weight r R p ^ 2 := by
  constructor
  · simp only [renormalize, ← Finset.sum_div]
    exact div_self hw.ne'
  · simp only [slaterF0, renormalize, Finset.sum_div]
    refine Finset.sum_congr rfl fun i _ => Finset.sum_congr rfl fun j _ => ?_
    ring
```

## When rescaling gives the exact value

Suppose that \(P=1\) and \(0<w<1\). The outer bound is then strict, and the chain above becomes

\[
(F-F_R)\,w^2<(1-w^2)\,\frac{w^2}{R}\le(1-w^2)\,F_R ,
\]

so \(F\,w^2<F_R\). The rescaled integral \(F_R/w^2\) is then strictly larger than \(F\). Conversely, if \(w=1\), the two bounds read \(F_R\le F\le F_R\), and all three values agree. The rescaled integral is thus exact if and only if no weight was lost.

The Lean proof of the forward direction assumes equality together with \(w\ne1\) and reaches a contradiction through the strict part of `outer_energy_bound`.

```lean
/-- For a normalized orbital with nonnegative weights at positive radii and positive weight
within `R`, the renormalized Coulomb integral is exact if and only if all the weight lies
within `R`. -/
theorem renormalized_eq_exact_iff (hp : ∀ i, 0 ≤ p i) (hr : ∀ i, 0 < r i)
    (hsum : ∑ i, p i = 1) (hw : 0 < weight r R p) :
    slaterF0 (renormalize r R p) r = slaterF0 p r ↔ weight r R p = 1 := by
  rw [(renormalize_spec hw).2]
  constructor
  · intro h
    by_contra hne
    have hR := radius_pos hr hw
    have hle : weight r R p ≤ ∑ i, p i :=
      Finset.sum_le_sum fun i _ => (truncate_bounds hp i).2
    have hlt : weight r R p < ∑ i, p i :=
      lt_of_le_of_ne hle (fun he => hne (he.trans hsum))
    have hsq := pow_le_pow_left₀ hw.le hle 2
    -- lost weight makes the bound on the outer energy strict
    have h1 := mul_le_mul_of_nonneg_left
      ((div_le_iff₀ hR).mpr (inner_energy_ge hp hr)) (sub_nonneg.mpr hsq)
    have h2 := mul_lt_mul_of_pos_right ((outer_energy_bound (r := r) hp hR).2 hlt)
      (pow_pos hw 2)
    have h3 : ((∑ i, p i) ^ 2 - weight r R p ^ 2) / R * weight r R p ^ 2
        = ((∑ i, p i) ^ 2 - weight r R p ^ 2) * (weight r R p ^ 2 / R) := by ring
    rw [div_eq_iff (pow_pos hw 2).ne'] at h
    rw [hsum] at h1 h2 h3
    linarith
  · intro h
    have hb := truncated_le_exact_le_renormalized hp hr hsum hw
    rw [h, one_pow, div_one] at hb ⊢
    exact le_antisymm hb.1 hb.2
```

## Enlarging the cutoff

Now take a second cutoff \(R'\ge R\), with inner weight \(w'\) and truncated integral \(F_{R'}\). Cutting at \(R'\) and then at \(R\) gives the same weights as cutting at \(R\) alone. The orbital cut at \(R'\) has total weight \(w'\), so the inequality \(F\,w^2\le F_R\,P^2\), applied to it, reads

\[
F_{R'}\,w^2\le F_R\,w'^2,
\qquad\text{hence}\qquad
\frac{F_{R'}}{w'^2}\le\frac{F_R}{w^2}.
\]

The division is allowed because \(w'\ge w>0\). The combined bound was stated for arbitrary \(P\) because the orbital cut at \(R'\) can have total weight \(w'<1\) even if the original orbital is normalized. The original orbital need not be normalized here. For a fixed, normalized set of shells, the rescaled integral therefore never rises as the cutoff grows from a radius with \(w>0\). It stays at or above the exact \(F^0\) of the shells and equals it once all the weight is inside.

In the code `ht` is the statement about the double cut and `hwt` its consequence for the weights.

```lean
/-- For nonnegative weights at positive radii and positive weight within the smaller cutoff,
enlarging the cutoff radius never raises the renormalized Coulomb integral. -/
theorem renormalized_antitone {R' : ℝ} (hp : ∀ i, 0 ≤ p i) (hr : ∀ i, 0 < r i)
    (hw : 0 < weight r R p) (hRR : R ≤ R') :
    slaterF0 (renormalize r R' p) r ≤ slaterF0 (renormalize r R p) r := by
  -- cutting at `R'` and then at `R` is the same as cutting at `R`
  have ht : truncate r R (truncate r R' p) = truncate r R p := by
    funext i
    by_cases hi : r i ≤ R
    · simp [truncate, hi, hi.trans hRR]
    · simp [truncate, hi]
  have hwt : weight r R (truncate r R' p) = weight r R p := by
    simp only [weight, ht]
  have hp' : ∀ i, 0 ≤ truncate r R' p i := fun i => (truncate_bounds hp i).1
  have hle : weight r R (truncate r R' p) ≤ weight r R' p :=
    Finset.sum_le_sum fun i _ => (truncate_bounds hp' i).2
  have hw' : 0 < weight r R' p := by linarith
  have h := energy_mul_weight_le (R := R) hp' hr (by rw [hwt]; exact hw)
  rw [hwt, ht] at h
  rw [(renormalize_spec hw).2, (renormalize_spec hw').2,
    div_le_div_iff₀ (pow_pos hw' 2) (pow_pos hw 2)]
  exact h

end

end TruncatedOrbitalCoulomb
```

```lean
#print axioms TruncatedOrbitalCoulomb.renormalize_spec
#print axioms TruncatedOrbitalCoulomb.renormalized_eq_exact_iff
#print axioms TruncatedOrbitalCoulomb.renormalized_antitone
```

```
'TruncatedOrbitalCoulomb.renormalize_spec' depends on axioms: [propext, Classical.choice, Quot.sound]
'TruncatedOrbitalCoulomb.renormalized_eq_exact_iff' depends on axioms: [propext, Classical.choice, Quot.sound]
'TruncatedOrbitalCoulomb.renormalized_antitone' depends on axioms: [propext, Classical.choice, Quot.sound]
```
